# The velocity Verlet step is symplectic and has unit Jacobian determinant

## Physical setting

A molecular dynamics run advances positions $q \in \mathbb{R}^n$ and momenta $p \in \mathbb{R}^n$ under the Hamiltonian $\tfrac12 p^{\mathsf T} W p + V(q)$, where $W$ is the inverse mass matrix. The exact flow preserves the canonical structure of phase space and with it phase-space volume. The question is whether a finite time step does the same. With $g = \nabla V$, minus the force, a velocity Verlet step of size $h$ is

$$p' = p - \tfrac h2\, g(q), \qquad q_1 = q + h W p', \qquad p_1 = p' - \tfrac h2\, g(q_1).$$

The result applies, for example, to Born–Oppenheimer dynamics on a twice continuously differentiable energy surface, within the restriction to constant masses, forces that depend on positions only, and no constraints or thermostat. Liouville's theorem concerns the measure of whole phase-space regions under the exact flow, whereas what is proved below concerns the Jacobian matrix of the discrete step at a point.

## Statement

Order phase space with positions first and set

$$J = \begin{pmatrix} 0 & 1 \\ -1 & 0 \end{pmatrix}, \quad K(\tau,H) = \begin{pmatrix} 1 & 0 \\ -\tau H & 1 \end{pmatrix}, \quad D(\tau,W) = \begin{pmatrix} 1 & \tau W \\ 0 & 1 \end{pmatrix}.$$

A matrix $S$ is symplectic if $S^{\mathsf T} J S = J$. Let $S(h;H_0,H_1) = K(\tfrac h2,H_1)\,D(h,W)\,K(\tfrac h2,H_0)$.

1. If $g$ has derivative matrix $H_0$ at $q$ and $H_1$ at $q_1$, then $S$ is the derivative of the step at $(q,p)$.
2. For symmetric $W, H_0, H_1$ and every real $h$, $S^{\mathsf T} J S = J$. For all matrices, symmetric or not, $\det S = 1$.
3. $S(-h;H_1,H_0)\,S(h;H_0,H_1) = 1$ for all matrices.
4. For $h \neq 0$ and symmetric $W, H_0$, the matrix $S$ is symplectic exactly when $H_1$ is symmetric.
5. For symmetric $W, H_0, \dots, H_N$, the product of the $N$ matrices $S(h_k;H_k,H_{k+1})$, later steps to the left, is symplectic with determinant one.

## Derivation

A kick $(q,p) \mapsto (q, p - \tau g(q))$ sends a small displacement $(\delta q, \delta p)$ to $(\delta q, \delta p - \tau H \delta q)$ with $H_{ij} = \partial g_i/\partial q_j$, which is the action of $K(\tau,H)$. The drift is linear with matrix $D(h,W)$. The second kick is evaluated at $q_1$ and leaves the position unchanged. The chain rule gives the product $S$, with the first operation on the right.

If $A$ and $B$ are symplectic, then $(AB)^{\mathsf T} J (AB) = B^{\mathsf T}(A^{\mathsf T} J A) B = B^{\mathsf T} J B = J$, so it suffices to treat the factors. For the kick,

$$K^{\mathsf T} J K = \begin{pmatrix} \tau H^{\mathsf T} & 1 \\ -1 & 0 \end{pmatrix}\begin{pmatrix} 1 & 0 \\ -\tau H & 1 \end{pmatrix} = \begin{pmatrix} \tau (H^{\mathsf T} - H) & 1 \\ -1 & 0 \end{pmatrix},$$

and for the drift,

$$D^{\mathsf T} J D = \begin{pmatrix} 0 & 1 \\ -1 & \tau W^{\mathsf T} \end{pmatrix}\begin{pmatrix} 1 & \tau W \\ 0 & 1 \end{pmatrix} = \begin{pmatrix} 0 & 1 \\ -1 & \tau (W^{\mathsf T} - W) \end{pmatrix}.$$

Each factor is therefore symplectic exactly when $\tau = 0$ or its matrix is symmetric. Both are block triangular with identity blocks on the diagonal, so $\det K = \det D = 1$ and $\det S = 1 \cdot 1 \cdot 1$.

Block multiplication also gives $K(\tau,M)K(-\tau,M) = 1$ and $D(\tau,M)D(-\tau,M) = 1$. In

$$K(-\tfrac h2,H_0)\, D(-h,W)\, K(-\tfrac h2,H_1)\; K(\tfrac h2,H_1)\, D(h,W)\, K(\tfrac h2,H_0)$$

the factors cancel in pairs from the middle, which is item 3. The same cancellation yields $K(\tfrac h2,H_1) = S\,K(-\tfrac h2,H_0)\,D(-h,W)$. If $S$ is symplectic and $W, H_0$ are symmetric, the right side is symplectic, hence $h/2 = 0$ or $H_1^{\mathsf T} = H_1$, and $h \ne 0$ leaves the second case. Item 5 follows by induction on $N$, starting from the identity and using $\det(AB) = \det A \det B$.

## What the formal version assumes

The coordinates are indexed by a finite type `n`, and phase space by `n ⊕ n`, with `pos` and `mom` extracting $q$ and $p$. The definitions `symplecticForm`, `kick`, `drift` and `verletJacobian` are $J$, $K$, $D$ and $S$, and `IsSymplectic` is the equation $S^{\mathsf T} J S = J$. The variables are momenta and not velocities, and arithmetic is exact over $\mathbb{R}$. The matrix `W` is constant; it is assumed neither positive nor invertible. The step `h` is any real number, so nothing is said about accuracy, stability or energy drift.

Symmetry of the Hessians is a hypothesis, `H0.IsSymm` and `H1.IsSymm`. No potential appears in the file. In `verletStep_hasFDerivAt` the field `g` is an arbitrary map with Fréchet derivatives `mulVecL H0` and `mulVecL H1` at the two positions, where `mulVecL M` is $v \mapsto Mv$.

Three further steps are left unformalised. One is the symmetry of second derivatives of a twice continuously differentiable $V$. Another is the identification of `trajectoryJacobian`, which is defined as a matrix product, with the derivative of the $N$-fold nonlinear map. The third is the reversibility of the nonlinear step itself, since `verletJacobian_reverse` is an identity between matrices.

The hypotheses matter as follows. For $n = 2$, $W = 1$, $H_0 = 0$, $h \neq 0$ and a nonzero antisymmetric $H_1$, item 4 shows that $S$ is not symplectic although $\det S = 1$; a force field that is not a gradient can have a non-symmetric derivative. In item 4, $h = 0$ gives $S = 1$ for every $H_1$, and without symmetry of $H_0$ the choice $W = 0$, $H_0 = -H_1$ gives $S = 1$ as well. The step sizes `h : ℕ → ℝ` are fixed numbers. For a free particle of mass $m$ in one dimension with a position-dependent step, the map $q \mapsto q + h(q)\,p/m$, $p \mapsto p$ has determinant $1 + h'(q)\,p/m$, which in general differs from one.

## The file

In Lean 4 with Mathlib:

```lean
import Mathlib

open Matrix

namespace VerletSymplectic

noncomputable section

variable {n : Type*} [Fintype n] [DecidableEq n]

/-- The canonical symplectic matrix `J = [[0, 1], [-1, 0]]` on phase space, positions first. -/
def symplecticForm (n : Type*) [DecidableEq n] : Matrix (n ⊕ n) (n ⊕ n) ℝ :=
  fromBlocks 0 1 (-1) 0

/-- A phase-space matrix `S` is symplectic if `Sᵀ J S = J`. -/
def IsSymplectic (S : Matrix (n ⊕ n) (n ⊕ n) ℝ) : Prop :=
  Sᵀ * symplecticForm n * S = symplecticForm n

/-- Jacobian `[[1, 0], [-τ H, 1]]` of a kick of duration `τ` with Hessian `H`. -/
def kick (τ : ℝ) (H : Matrix n n ℝ) : Matrix (n ⊕ n) (n ⊕ n) ℝ :=
  fromBlocks 1 0 (-(τ • H)) 1

/-- Jacobian `[[1, τ W], [0, 1]]` of a drift of duration `τ` with inverse mass matrix `W`. -/
def drift (τ : ℝ) (W : Matrix n n ℝ) : Matrix (n ⊕ n) (n ⊕ n) ℝ :=
  fromBlocks 1 (τ • W) 0 1

/-- Jacobian of one velocity Verlet step of size `h`: half kick with `H0`, then drift with `W`,
then half kick with `H1`. -/
def verletJacobian (h : ℝ) (W H0 H1 : Matrix n n ℝ) : Matrix (n ⊕ n) (n ⊕ n) ℝ :=
  kick (h / 2) H1 * drift h W * kick (h / 2) H0

/-- Product of the step Jacobians along a trajectory, with step size `h k` and Hessians `H k`,
`H (k + 1)` in step `k`. -/
def trajectoryJacobian (h : ℕ → ℝ) (W : Matrix n n ℝ) (H : ℕ → Matrix n n ℝ) :
    ℕ → Matrix (n ⊕ n) (n ⊕ n) ℝ
  | 0 => 1
  | k + 1 => verletJacobian (h k) W (H k) (H (k + 1)) * trajectoryJacobian h W H k

/-- The product of two symplectic matrices is symplectic. -/
theorem IsSymplectic.mul {A B : Matrix (n ⊕ n) (n ⊕ n) ℝ} (hA : IsSymplectic A)
    (hB : IsSymplectic B) : IsSymplectic (A * B) := by
  unfold IsSymplectic at *
  calc (A * B)ᵀ * symplecticForm n * (A * B)
      = Bᵀ * (Aᵀ * symplecticForm n * A) * B := by
        simp only [Matrix.transpose_mul, Matrix.mul_assoc]
    _ = symplecticForm n := by rw [hA, hB]

/-- A kick is symplectic exactly when its duration vanishes or the Hessian is symmetric. -/
theorem kick_symplectic_iff (τ : ℝ) (H : Matrix n n ℝ) :
    IsSymplectic (kick τ H) ↔ τ = 0 ∨ H.IsSymm := by
  -- the only defect is the antisymmetric part of `H` in the position-position block
  have key : (kick τ H)ᵀ * symplecticForm n * kick τ H
      = fromBlocks (τ • (Hᵀ - H)) 1 (-1) 0 := by
    simp only [kick, symplecticForm, fromBlocks_transpose, fromBlocks_multiply]
    simp [sub_eq_add_neg, smul_add]
  unfold IsSymplectic
  rw [key, symplecticForm, fromBlocks_inj]
  constructor
  · rintro ⟨h, -⟩
    rcases smul_eq_zero.mp h with h | h
    · exact Or.inl h
    · exact Or.inr (sub_eq_zero.mp h)
  · rintro (h | h)
    · refine ⟨?_, rfl, rfl, rfl⟩
      rw [h, zero_smul]
    · refine ⟨?_, rfl, rfl, rfl⟩
      rw [h.eq, sub_self, smul_zero]

/-- A drift is symplectic exactly when its duration vanishes or the inverse mass matrix is
symmetric. -/
theorem drift_symplectic_iff (τ : ℝ) (W : Matrix n n ℝ) :
    IsSymplectic (drift τ W) ↔ τ = 0 ∨ W.IsSymm := by
  -- the only defect is the antisymmetric part of `W` in the momentum-momentum block
  have key : (drift τ W)ᵀ * symplecticForm n * drift τ W
      = fromBlocks 0 1 (-1) (τ • (-W + Wᵀ)) := by
    simp only [drift, symplecticForm, fromBlocks_transpose, fromBlocks_multiply]
    simp [smul_add]
  unfold IsSymplectic
  rw [key, symplecticForm, fromBlocks_inj]
  constructor
  · rintro ⟨-, -, -, h⟩
    rcases smul_eq_zero.mp h with h | h
    · exact Or.inl h
    · exact Or.inr (neg_add_eq_zero.mp h).symm
  · rintro (h | h)
    · refine ⟨rfl, rfl, rfl, ?_⟩
      rw [h, zero_smul]
    · refine ⟨rfl, rfl, rfl, ?_⟩
      rw [h.eq, neg_add_cancel, smul_zero]

/-- The Verlet Jacobian has determinant one for arbitrary real matrices `W`, `H0`, `H1`. -/
theorem det_verletJacobian (h : ℝ) (W H0 H1 : Matrix n n ℝ) :
    (verletJacobian h W H0 H1).det = 1 := by
  -- each factor is block triangular with identity diagonal blocks
  simp [verletJacobian, kick, drift, det_mul]

/-- For symmetric `W`, `H0`, `H1` the Verlet Jacobian `S` satisfies `Sᵀ J S = J` and
`det S = 1`. -/
theorem verlet_symplectic_and_det (h : ℝ) {W H0 H1 : Matrix n n ℝ} (hW : W.IsSymm)
    (h0 : H0.IsSymm) (h1 : H1.IsSymm) :
    IsSymplectic (verletJacobian h W H0 H1) ∧ (verletJacobian h W H0 H1).det = 1 :=
  ⟨(((kick_symplectic_iff _ _).2 (Or.inr h1)).mul
      ((drift_symplectic_iff _ _).2 (Or.inr hW))).mul
      ((kick_symplectic_iff _ _).2 (Or.inr h0)),
    det_verletJacobian h W H0 H1⟩

/-- The kick matrices of durations `τ` and `-τ` multiply to the identity, and so do the drift
matrices. -/
theorem shear_mul_neg (τ : ℝ) (M : Matrix n n ℝ) :
    kick τ M * kick (-τ) M = 1 ∧ drift τ M * drift (-τ) M = 1 := by
  constructor
  · simp [kick, fromBlocks_multiply, fromBlocks_one]
  · simp [drift, fromBlocks_multiply, fromBlocks_one]

/-- The Verlet Jacobian with step `-h` and the two Hessians exchanged, times the Jacobian with
step `h`, is the identity. -/
theorem verletJacobian_reverse (h : ℝ) (W H0 H1 : Matrix n n ℝ) :
    verletJacobian (-h) W H1 H0 * verletJacobian h W H0 H1 = 1 := by
  have e : -(-h / 2) = h / 2 := by ring
  have k0 := (shear_mul_neg (-h / 2) H0).1
  have k1 := (shear_mul_neg (-h / 2) H1).1
  have d := (shear_mul_neg (-h) W).2
  rw [e] at k0 k1
  rw [neg_neg] at d
  -- the six factors cancel from the middle outwards
  calc verletJacobian (-h) W H1 H0 * verletJacobian h W H0 H1
      = kick (-h / 2) H0 * (drift (-h) W * (kick (-h / 2) H1 * kick (h / 2) H1) * drift h W)
          * kick (h / 2) H0 := by
        simp only [verletJacobian, Matrix.mul_assoc]
    _ = 1 := by rw [k1, Matrix.mul_one, d, Matrix.mul_one, k0]

/-- For a nonzero step and symmetric `W`, `H0`, the Verlet Jacobian is symplectic exactly when
`H1` is symmetric. -/
theorem verlet_symplectic_iff {h : ℝ} (hh : h ≠ 0) {W H0 : Matrix n n ℝ} (hW : W.IsSymm)
    (h0 : H0.IsSymm) (H1 : Matrix n n ℝ) :
    IsSymplectic (verletJacobian h W H0 H1) ↔ H1.IsSymm := by
  refine ⟨fun hS => ?_, fun h1 => (verlet_symplectic_and_det h hW h0 h1).1⟩
  -- strip off the first half kick and the drift
  have e : verletJacobian h W H0 H1 * kick (-(h / 2)) H0 * drift (-h) W = kick (h / 2) H1 := by
    calc verletJacobian h W H0 H1 * kick (-(h / 2)) H0 * drift (-h) W
        = kick (h / 2) H1 *
            (drift h W * (kick (h / 2) H0 * kick (-(h / 2)) H0) * drift (-h) W) := by
          simp only [verletJacobian, Matrix.mul_assoc]
      _ = kick (h / 2) H1 := by
          rw [(shear_mul_neg (h / 2) H0).1, Matrix.mul_one, (shear_mul_neg h W).2,
            Matrix.mul_one]
  have hK := (hS.mul ((kick_symplectic_iff (-(h / 2)) H0).2 (Or.inr h0))).mul
    ((drift_symplectic_iff (-h) W).2 (Or.inr hW))
  rw [e] at hK
  rcases (kick_symplectic_iff _ _).1 hK with h2 | h2
  · exact absurd (by linarith) hh
  · exact h2

/-- For symmetric `W` and symmetric `H 0, …, H N`, the product of the step matrices of `N` Verlet
steps with any prescribed step sizes is symplectic and has determinant one. -/
theorem trajectory_symplectic_and_det (h : ℕ → ℝ) {W : Matrix n n ℝ} (hW : W.IsSymm)
    (H : ℕ → Matrix n n ℝ) (N : ℕ) (hH : ∀ k, k ≤ N → (H k).IsSymm) :
    IsSymplectic (trajectoryJacobian h W H N) ∧ (trajectoryJacobian h W H N).det = 1 := by
  induction N with
  | zero => simp [IsSymplectic, trajectoryJacobian]
  | succ N ih =>
    have hN := ih (fun k hk => hH k (by omega))
    have hs := verlet_symplectic_and_det (h N) hW (hH N (by omega)) (hH (N + 1) le_rfl)
    rw [trajectoryJacobian]
    refine ⟨hs.1.mul hN.1, ?_⟩
    rw [det_mul, hs.2, hN.2, one_mul]

/-- The continuous linear map `v ↦ M v` of a square matrix `M`. -/
def mulVecL {m : Type*} [Fintype m] (M : Matrix m m ℝ) : (m → ℝ) →L[ℝ] (m → ℝ) :=
  LinearMap.toContinuousLinearMap (Matrix.mulVecLin M)

/-- The map `mulVecL M` acts on a vector as the matrix-vector product. -/
theorem mulVecL_apply {m : Type*} [Fintype m] (M : Matrix m m ℝ) (v : m → ℝ) :
    mulVecL M v = M *ᵥ v := rfl

/-- The positions of a phase-space point. -/
def pos (z : n ⊕ n → ℝ) : n → ℝ := z ∘ Sum.inl

/-- The momenta of a phase-space point. -/
def mom (z : n ⊕ n → ℝ) : n → ℝ := z ∘ Sum.inr

/-- The kick `(q, p) ↦ (q, p - τ g q)`, where `g` is minus the force field. -/
def kickMap (τ : ℝ) (g : (n → ℝ) → (n → ℝ)) (z : n ⊕ n → ℝ) : n ⊕ n → ℝ :=
  Sum.elim (pos z) (mom z - τ • g (pos z))

/-- The drift `(q, p) ↦ (q + τ W p, p)` with inverse mass matrix `W`. -/
def driftMap (τ : ℝ) (W : Matrix n n ℝ) (z : n ⊕ n → ℝ) : n ⊕ n → ℝ :=
  Sum.elim (pos z + τ • (W *ᵥ mom z)) (mom z)

/-- One velocity Verlet step of size `h`: half kick, drift, half kick. -/
def verletStep (h : ℝ) (W : Matrix n n ℝ) (g : (n → ℝ) → (n → ℝ)) :
    (n ⊕ n → ℝ) → (n ⊕ n → ℝ) :=
  kickMap (h / 2) g ∘ driftMap h W ∘ kickMap (h / 2) g

/-- If `g` has derivative matrix `H` at the positions of `z`, the kick map has derivative
matrix `kick τ H` at `z`. -/
theorem kickMap_hasFDerivAt (τ : ℝ) (g : (n → ℝ) → (n → ℝ)) (H : Matrix n n ℝ)
    (z : n ⊕ n → ℝ) (hg : HasFDerivAt g (mulVecL H) (pos z)) :
    HasFDerivAt (kickMap τ g) (mulVecL (kick τ H)) z := by
  -- projection onto positions and embedding into momenta
  obtain ⟨P, hP⟩ : ∃ P : (n ⊕ n → ℝ) →L[ℝ] (n → ℝ), ∀ w, P w = pos w :=
    ⟨LinearMap.toContinuousLinearMap (LinearMap.funLeft ℝ ℝ Sum.inl), fun _ => rfl⟩
  obtain ⟨E, hE⟩ : ∃ E : (n → ℝ) →L[ℝ] (n ⊕ n → ℝ), ∀ v, E v = Sum.elim (0 : n → ℝ) v :=
    ⟨LinearMap.toContinuousLinearMap
      { toFun := fun v : n → ℝ => (Sum.elim (0 : n → ℝ) v : n ⊕ n → ℝ)
        map_add' := by
          intro x y
          funext k
          cases k <;> simp
        map_smul' := by
          intro c x
          funext k
          cases k <;> simp }, fun _ => rfl⟩
  have hg' : HasFDerivAt g (mulVecL H) (P z) := by
    rw [hP]
    exact hg
  have h1 := hg'.comp z P.hasFDerivAt
  have h2 := E.hasFDerivAt.comp z h1
  have h3 : HasFDerivAt (fun w => w - τ • E (g (P w)))
      (ContinuousLinearMap.id ℝ (n ⊕ n → ℝ) - τ • E.comp ((mulVecL H).comp P)) z := by
    have h := (hasFDerivAt_id (𝕜 := ℝ) z).sub (h2.const_smul τ)
    exact h
  have hs : ∀ v : n → ℝ, (τ • H) *ᵥ v = τ • (H *ᵥ v) := by
    intro v
    ext i
    simp [Matrix.mulVec, dotProduct, Finset.mul_sum, mul_assoc]
  have e1 : kickMap τ g = fun w => w - τ • E (g (P w)) := by
    funext w k
    cases k <;> simp [kickMap, hE, hP, pos, mom]
  have e2 : mulVecL (kick τ H)
      = ContinuousLinearMap.id ℝ (n ⊕ n → ℝ) - τ • E.comp ((mulVecL H).comp P) := by
    refine ContinuousLinearMap.ext fun w => ?_
    funext k
    cases k <;>
      simp [mulVecL_apply, kick, fromBlocks_mulVec, Matrix.neg_mulVec, hs, hE, hP, pos]
    ring
  rw [e1, e2]
  exact h3

/-- If `g` has derivative matrix `H0` at the old positions and `H1` at the new positions, the
Verlet step has derivative matrix `verletJacobian h W H0 H1` at the starting point. -/
theorem verletStep_hasFDerivAt (h : ℝ) (W H0 H1 : Matrix n n ℝ) (g : (n → ℝ) → (n → ℝ))
    (z : n ⊕ n → ℝ) (hg0 : HasFDerivAt g (mulVecL H0) (pos z))
    (hg1 : HasFDerivAt g (mulVecL H1) (pos (verletStep h W g z))) :
    HasFDerivAt (verletStep h W g) (mulVecL (verletJacobian h W H0 H1)) z := by
  have hs : ∀ v : n → ℝ, (h • W) *ᵥ v = h • (W *ᵥ v) := by
    intro v
    ext i
    simp [Matrix.mulVec, dotProduct, Finset.mul_sum, mul_assoc]
  -- the drift is linear
  have ed : driftMap h W = ⇑(mulVecL (drift h W)) := by
    funext w k
    cases k <;> simp [mulVecL_apply, driftMap, drift, fromBlocks_mulVec, hs, pos, mom]
  have hd : HasFDerivAt (driftMap h W) (mulVecL (drift h W)) (kickMap (h / 2) g z) := by
    rw [ed]
    exact (mulVecL (drift h W)).hasFDerivAt
  -- the last half kick leaves the positions unchanged
  have hp : pos (verletStep h W g z) = pos ((driftMap h W ∘ kickMap (h / 2) g) z) :=
    funext fun _ => rfl
  rw [hp] at hg1
  have h1 := kickMap_hasFDerivAt (h / 2) g H0 z hg0
  have h2 := hd.comp z h1
  have h3 : HasFDerivAt (kickMap (h / 2) g) (mulVecL (kick (h / 2) H1))
      ((driftMap h W ∘ kickMap (h / 2) g) z) :=
    kickMap_hasFDerivAt (h / 2) g H1 _ hg1
  -- chain rule
  have h4 := h3.comp z h2
  have e : mulVecL (verletJacobian h W H0 H1) = (mulVecL (kick (h / 2) H1)).comp
      ((mulVecL (drift h W)).comp (mulVecL (kick (h / 2) H0))) := by
    refine ContinuousLinearMap.ext fun w => ?_
    simp only [ContinuousLinearMap.comp_apply, mulVecL_apply, verletJacobian,
      Matrix.mulVec_mulVec, Matrix.mul_assoc]
  rw [e]
  exact h4

end

end VerletSymplectic
```

```lean
#print axioms VerletSymplectic.verletJacobian_reverse
-- 'VerletSymplectic.verletJacobian_reverse' depends on axioms: [propext, Classical.choice, Quot.sound]
#print axioms VerletSymplectic.verlet_symplectic_iff
-- 'VerletSymplectic.verlet_symplectic_iff' depends on axioms: [propext, Classical.choice, Quot.sound]
#print axioms VerletSymplectic.trajectory_symplectic_and_det
-- 'VerletSymplectic.trajectory_symplectic_and_det' depends on axioms: [propext, Classical.choice, Quot.sound]
#print axioms VerletSymplectic.verletStep_hasFDerivAt
-- 'VerletSymplectic.verletStep_hasFDerivAt' depends on axioms: [propext, Classical.choice, Quot.sound]
```

## Notes on the proof

`IsSymplectic.mul` regroups the product as $B^{\mathsf T}(A^{\mathsf T} J A)B$ and rewrites with `hA` and `hB`. In `kick_symplectic_iff` and `drift_symplectic_iff` the statement `key` is the block computation above, `fromBlocks_inj` compares the four blocks with those of $J$, and `smul_eq_zero` splits the one nontrivial equation into $\tau = 0$ or symmetry. `det_verletJacobian` uses `det_mul` and the simplifier's rules for block triangular determinants. The main theorem `verlet_symplectic_and_det` (item 2) applies `IsSymplectic.mul` twice to the three factors and pairs the outcome with the determinant.

`shear_mul_neg` supplies the two cancellation rules. `verletJacobian_reverse` brackets the six factors so that `k1`, `d` and `k0` remove them from the inside out. In `verlet_symplectic_iff` the equation `e` isolates $K(\tfrac h2,H_1)$, `hK` shows that it is symplectic, and the case $h/2 = 0$ contradicts `hh`. In `trajectory_symplectic_and_det` symmetry is required for all `k ≤ N`, because the last step uses $H_N$.

For the nonlinear map, `kickMap_hasFDerivAt` writes the kick as $w \mapsto w - \tau E\,g(Pw)$, with `P` the projection onto positions and `E` the embedding into the momentum slots. Both are linear, so the derivative is $1 - \tau E H P$, and `e2` identifies it componentwise with $K(\tau,H)$. In `verletStep_hasFDerivAt`, `ed` shows that the drift is the linear map of $D(h,W)$, `hp` transfers the hypothesis `hg1` to the point before the last kick, two uses of `comp` are the chain rule, and `e` matches the composed maps with the matrix product.
